# The Smoluchowski dipole of a corrugated uniform background with a flat electron edge: $P = \frac{n}{2L}\int_0^L h^2\,dx$

Measured from its mean height, a corrugated metal surface has as much material in its hills as is missing from its valleys, so a quick count suggests that the two contributions to the surface dipole cancel, and for a layer with net charge the dipole changes with the reference plane about which it is taken. For a uniform positive background of charge density $n$, with electrons of charge density $-n$ that end at a flat plane from which the profile $h$ is measured, the file below shows that hills and valleys add, and that a profile of zero mean is exactly what removes the dependence on the reference plane.

```lean
import Mathlib

open Real Set MeasureTheory

namespace SmoluchowskiDipole

noncomputable section

/-- Charge per unit length of the density `n` lying between the plane `z = 0` and the
corrugated profile `z = h x` (signed), averaged over the cell `[0, L]`. -/
def excessCharge (n L : ℝ) (h : ℝ → ℝ) : ℝ :=
  (1 / L) * ∫ x in (0 : ℝ)..L, ∫ _z in (0 : ℝ)..h x, n

/-- Dipole per unit length, about the plane `z = 0`, of the density `n` lying between `z = 0`
and the profile `z = h x` (signed), averaged over the cell `[0, L]`. -/
def dipole (n L : ℝ) (h : ℝ → ℝ) : ℝ :=
  (1 / L) * ∫ x in (0 : ℝ)..L, ∫ z in (0 : ℝ)..h x, n * z

/-- The dipole of the same charge distribution, taken about the reference plane `z = z0`. -/
def dipoleAbout (n L z0 : ℝ) (h : ℝ → ℝ) : ℝ :=
  (1 / L) * ∫ x in (0 : ℝ)..L, ∫ z in (0 : ℝ)..h x, n * (z - z0)

/-- Cosine corrugation of amplitude `a` with `m` periods in a cell of length `L`. -/
def ripple (a L : ℝ) (m : ℕ) (x : ℝ) : ℝ := a * cos (2 * π * m * x / L)

/-- A column of density `n` from `z = 0` to `z = a` has first moment `n a²/2 - z0 n a`
about the plane `z = z0`. -/
theorem column_moment (n z0 a : ℝ) :
    ∫ z in (0 : ℝ)..a, n * (z - z0) = n / 2 * a ^ 2 - z0 * (n * a) := by
  have hd : ∀ x ∈ uIcc (0 : ℝ) a,
      HasDerivAt (fun z : ℝ => n / 2 * z ^ 2 - z0 * (n * z)) (n * (x - z0)) x := by
    intro x _
    have h1 := ((hasDerivAt_pow 2 x).const_mul (n / 2)).fun_sub
      (((hasDerivAt_id' x).const_mul n).const_mul z0)
    exact h1.congr_deriv (by ring1)
  have hi : IntervalIntegrable (fun z : ℝ => n * (z - z0)) volume 0 a := by
    apply Continuous.intervalIntegrable
    fun_prop
  rw [intervalIntegral.integral_eq_sub_of_hasDerivAt hd hi]
  ring

/-- The dipole equals `n/(2L)` times the integral of the squared profile over the cell. -/
theorem dipole_eq (n L : ℝ) (h : ℝ → ℝ) :
    dipole n L h = n / (2 * L) * ∫ x in (0 : ℝ)..L, h x ^ 2 := by
  have col : ∀ a : ℝ, ∫ z in (0 : ℝ)..a, n * z = n / 2 * a ^ 2 := by
    intro a
    have h0 := column_moment n 0 a
    simp only [sub_zero, zero_mul] at h0
    exact h0
  unfold dipole
  simp only [col]
  rw [intervalIntegral.integral_const_mul]
  ring

/-- The excess charge equals `n/L` times the integral of the profile over the cell. -/
theorem excessCharge_eq (n L : ℝ) (h : ℝ → ℝ) :
    excessCharge n L h = n / L * ∫ x in (0 : ℝ)..L, h x := by
  unfold excessCharge
  simp only [intervalIntegral.integral_const, sub_zero, smul_eq_mul]
  rw [intervalIntegral.integral_mul_const]
  ring

/-- Moving the reference plane to `z = z0` lowers the dipole by `z0` times the excess charge. -/
theorem dipoleAbout_eq (n z0 : ℝ) {L : ℝ} {h : ℝ → ℝ} (hL : 0 < L)
    (hh : ContinuousOn h (Icc 0 L)) :
    dipoleAbout n L z0 h = dipole n L h - z0 * excessCharge n L h := by
  have hu : ContinuousOn h (uIcc 0 L) := by rwa [uIcc_of_le hL.le]
  have i1 : IntervalIntegrable (fun x => n / 2 * h x ^ 2) volume 0 L := by
    apply ContinuousOn.intervalIntegrable
    fun_prop
  have i2 : IntervalIntegrable (fun x => z0 * (n * h x)) volume 0 L := by
    apply ContinuousOn.intervalIntegrable
    fun_prop
  rw [dipole_eq, excessCharge_eq]
  unfold dipoleAbout
  simp only [column_moment]
  rw [intervalIntegral.integral_sub i1 i2]
  simp only [intervalIntegral.integral_const_mul]
  ring

/-- For `n > 0`, `L > 0` and a profile continuous on the cell, the dipole is the same about
every reference plane exactly when the profile has
zero mean over the cell. -/
theorem plane_independent_iff {n L : ℝ} {h : ℝ → ℝ} (hn : 0 < n) (hL : 0 < L)
    (hh : ContinuousOn h (Icc 0 L)) :
    (∀ z0, dipoleAbout n L z0 h = dipole n L h) ↔ ∫ x in (0 : ℝ)..L, h x = 0 := by
  constructor
  · intro H
    have h1 := H 1
    rw [dipoleAbout_eq n 1 hL hh, excessCharge_eq] at h1
    have h2 : n / L * ∫ x in (0 : ℝ)..L, h x = 0 := by linarith
    exact (mul_eq_zero.mp h2).resolve_left (div_pos hn hL).ne'
  · intro H z0
    rw [dipoleAbout_eq n z0 hL hh, excessCharge_eq, H]
    ring

/-- For `n > 0`, `L > 0` and `g`, `h` continuous on the cell: if `|g| ≤ |h|` throughout the cell, the dipole of `g` is at most that of `h`, and it is
strictly smaller if `|g| < |h|` at some point of the cell. -/
theorem dipole_mono {n L : ℝ} {g h : ℝ → ℝ} (hn : 0 < n) (hL : 0 < L)
    (hg : ContinuousOn g (Icc 0 L)) (hh : ContinuousOn h (Icc 0 L))
    (hle : ∀ x ∈ Icc 0 L, |g x| ≤ |h x|) :
    dipole n L g ≤ dipole n L h ∧
      ((∃ c ∈ Icc 0 L, |g c| < |h c|) → dipole n L g < dipole n L h) := by
  have hc : 0 < n / (2 * L) := by positivity
  have hg2 : ContinuousOn (fun x => g x ^ 2) (Icc 0 L) := by fun_prop
  have hh2 : ContinuousOn (fun x => h x ^ 2) (Icc 0 L) := by fun_prop
  have hsq : ∀ x ∈ Icc 0 L, g x ^ 2 ≤ h x ^ 2 := fun x hx => sq_le_sq.mpr (hle x hx)
  rw [dipole_eq, dipole_eq]
  constructor
  · apply mul_le_mul_of_nonneg_left _ hc.le
    exact intervalIntegral.integral_mono_on hL.le (hg2.intervalIntegrable_of_Icc hL.le)
      (hh2.intervalIntegrable_of_Icc hL.le) hsq
  · rintro ⟨c, hcm, hlt⟩
    apply mul_lt_mul_of_pos_left _ hc
    -- by continuity a strict gap at one point persists on an interval
    refine intervalIntegral.integral_lt_integral_of_continuousOn_of_le_of_exists_lt hL hg2 hh2
      ?_ ⟨c, hcm, sq_lt_sq.mpr hlt⟩
    intro x hx
    exact hsq x (Ioc_subset_Icc_self hx)

/-- For `n > 0` and `L > 0`, the dipole of a continuous profile vanishes exactly when the profile is zero on the
whole cell. -/
theorem dipole_eq_zero_iff {n L : ℝ} {h : ℝ → ℝ} (hn : 0 < n) (hL : 0 < L)
    (hh : ContinuousOn h (Icc 0 L)) :
    dipole n L h = 0 ↔ ∀ x ∈ Icc 0 L, h x = 0 := by
  constructor
  · intro H x hx
    by_contra hne
    -- compare with the flat surface
    have flat : dipole n L (fun _ => 0) = 0 := by
      rw [dipole_eq]
      simp
    have hlt := (dipole_mono (g := fun _ => 0) hn hL continuousOn_const hh
      (fun y _ => by simp)).2 ⟨x, hx, by simpa using hne⟩
    linarith
  · intro H
    have h0 : ∫ x in (0 : ℝ)..L, h x ^ 2 = ∫ _x in (0 : ℝ)..L, (0 : ℝ) := by
      apply intervalIntegral.integral_congr
      intro x hx
      rw [uIcc_of_le hL.le] at hx
      simp [H x hx]
    rw [dipole_eq, h0]
    simp

/-- Smoluchowski dipole (`n > 0`, `L > 0`) of a continuous zero-mean profile, about any plane `z = z0`: it equals
`n/(2L) ∫ h²`, is nonnegative, vanishes exactly when `h = 0` on the cell, and is at least the dipole of every
continuous zero-mean profile `g` with `|g| ≤ |h|` pointwise. -/
theorem smoluchowski_dipole {n L : ℝ} {h : ℝ → ℝ} (hn : 0 < n) (hL : 0 < L)
    (hh : ContinuousOn h (Icc 0 L)) (hmean : ∫ x in (0 : ℝ)..L, h x = 0) (z0 : ℝ) :
    dipoleAbout n L z0 h = n / (2 * L) * (∫ x in (0 : ℝ)..L, h x ^ 2) ∧
      0 ≤ dipoleAbout n L z0 h ∧
      (dipoleAbout n L z0 h = 0 ↔ ∀ x ∈ Icc 0 L, h x = 0) ∧
      ∀ g : ℝ → ℝ, ContinuousOn g (Icc 0 L) → (∫ x in (0 : ℝ)..L, g x) = 0 →
        (∀ x ∈ Icc 0 L, |g x| ≤ |h x|) → dipoleAbout n L z0 g ≤ dipoleAbout n L z0 h := by
  -- neutrality removes the dependence on the reference plane
  rw [(plane_independent_iff hn hL hh).2 hmean z0]
  refine ⟨dipole_eq n L h, ?_, dipole_eq_zero_iff hn hL hh, ?_⟩
  · rw [dipole_eq]
    exact mul_nonneg (by positivity)
      (intervalIntegral.integral_nonneg hL.le (fun x _ => sq_nonneg (h x)))
  · intro g hg hgm hle
    rw [(plane_independent_iff hn hL hg).2 hgm z0]
    exact (dipole_mono hn hL hg hh hle).1

/-- A cosine with `m ≥ 1` whole periods in the cell integrates to zero over the cell. -/
theorem integral_cos_harmonic {L : ℝ} (hL : 0 < L) {m : ℕ} (hm : 0 < m) :
    ∫ x in (0 : ℝ)..L, cos (2 * π * m * x / L) = 0 := by
  have hm' : (m : ℝ) ≠ 0 := by exact_mod_cast hm.ne'
  have hL' := hL.ne'
  have hp := pi_ne_zero
  have hd : ∀ x ∈ uIcc (0 : ℝ) L,
      HasDerivAt (fun x : ℝ => L / (2 * π * m) * sin (2 * π * m * x / L))
        (cos (2 * π * m * x / L)) x := by
    intro x _
    have h1 := (((hasDerivAt_id' x).const_mul (2 * π * m)).div_const L).sin.const_mul
      (L / (2 * π * m))
    refine h1.congr_deriv ?_
    generalize cos (2 * π * m * x / L) = c
    field_simp
  have hi : IntervalIntegrable (fun x : ℝ => cos (2 * π * m * x / L)) volume 0 L := by
    apply Continuous.intervalIntegrable
    fun_prop
  have hend : 2 * π * m * L / L = ((2 * m : ℕ) : ℝ) * π := by
    rw [mul_div_assoc, div_self hL']
    push_cast
    ring
  rw [intervalIntegral.integral_eq_sub_of_hasDerivAt hd hi]
  simp only [hend, sin_nat_mul_pi, mul_zero, zero_div, sin_zero, sub_zero]

/-- The corrugation `a cos(2π m x / L)` with `m ≥ 1` has zero mean and dipole `n a² / 4`. -/
theorem dipole_ripple (n a : ℝ) {L : ℝ} (hL : 0 < L) {m : ℕ} (hm : 0 < m) :
    (∫ x in (0 : ℝ)..L, ripple a L m x) = 0 ∧ dipole n L (ripple a L m) = n * a ^ 2 / 4 := by
  have hL' := hL.ne'
  constructor
  · unfold ripple
    rw [intervalIntegral.integral_const_mul, integral_cos_harmonic hL hm, mul_zero]
  · -- cos² θ = (1 + cos 2θ)/2, and the second harmonic averages out
    have hsq : ∀ x, ripple a L m x ^ 2
        = a ^ 2 / 2 + a ^ 2 / 2 * cos (2 * π * ((2 * m : ℕ) : ℝ) * x / L) := by
      intro x
      have e : 2 * π * ((2 * m : ℕ) : ℝ) * x / L = 2 * (2 * π * m * x / L) := by
        push_cast
        ring
      rw [e, ripple, mul_pow, cos_sq]
      ring
    have i1 : IntervalIntegrable (fun _ : ℝ => a ^ 2 / 2) volume 0 L :=
      continuous_const.intervalIntegrable _ _
    have i2 : IntervalIntegrable
        (fun x : ℝ => a ^ 2 / 2 * cos (2 * π * ((2 * m : ℕ) : ℝ) * x / L)) volume 0 L := by
      apply Continuous.intervalIntegrable
      fun_prop
    rw [dipole_eq]
    simp only [hsq]
    rw [intervalIntegral.integral_add i1 i2, intervalIntegral.integral_const,
      intervalIntegral.integral_const_mul,
      integral_cos_harmonic hL (show 0 < 2 * m by omega)]
    simp only [sub_zero, smul_eq_mul, mul_zero, add_zero]
    field_simp
    ring1

end

end SmoluchowskiDipole
```

```lean
#print axioms SmoluchowskiDipole.smoluchowski_dipole
#print axioms SmoluchowskiDipole.dipole_ripple
```

```
'SmoluchowskiDipole.smoluchowski_dipole' depends on axioms: [propext, Classical.choice, Quot.sound]
'SmoluchowskiDipole.dipole_ripple' depends on axioms: [propext, Classical.choice, Quot.sound]
```

## What the file states

The coordinate along the surface is $x$, restricted to a cell $[0,L]$ of length $L$, and $z$ is the height along the outward normal. The profile is a real function $h(x)$, the density is a real number $n$, and $z_0$ is the height of a reference plane. Three functionals of $h$ are defined:

$$Q(h)=\frac1L\int_0^L\!dx\int_0^{h(x)}\! n\,dz,\qquad P(h)=\frac1L\int_0^L\!dx\int_0^{h(x)}\! n z\,dz,\qquad P_{z_0}(h)=\frac1L\int_0^L\!dx\int_0^{h(x)}\! n\,(z-z_0)\,dz .$$

They are `excessCharge n L h`, `dipole n L h` and `dipoleAbout n L z0 h`. The function `ripple a L m` is $x\mapsto a\cos(2\pi m x/L)$, with real amplitude $a$ and a natural number $m$ of periods in the cell.

The main theorem `smoluchowski_dipole` assumes $n>0$ (`hn`), $L>0$ (`hL`), continuity of $h$ on the closed cell (`hh`, where `Icc 0 L` is $[0,L]$) and $\int_0^L h\,dx=0$ (`hmean`). For every $z_0$ it concludes four things: $P_{z_0}(h)=\frac{n}{2L}\int_0^L h^2dx$; $P_{z_0}(h)\ge 0$; $P_{z_0}(h)=0$ if and only if $h(x)=0$ for all $x\in[0,L]$; and $P_{z_0}(g)\le P_{z_0}(h)$ for every second profile $g$ that is continuous on the cell, has zero mean, and satisfies $|g(x)|\le|h(x)|$ there.

Three further theorems add to this. With $n,L>0$ and $h$ continuous, `plane_independent_iff` says that $P_{z_0}(h)=P(h)$ holds for all $z_0$ if and only if $\int_0^L h\,dx=0$. For the plane $z=0$ and continuous $g,h$ of any mean, `dipole_mono` gives $P(g)\le P(h)$ when $|g|\le|h|$, and $P(g)<P(h)$ when in addition $|g(c)|<|h(c)|$ at some point $c$ of the cell; the strict form appears only there and not in the main theorem. For $L>0$, $m\ge1$ and arbitrary real $n$ and $a$, `dipole_ripple` says that the ripple has zero mean and $P=na^2/4$ about $z=0$.

## The physics it encodes

A positive background of uniform charge density $n$ fills the region $z\le h(x)$. The electrons are taken to ignore the corrugation completely and to fill $z\le0$ with density $-n$. Far inside the metal the two cancel. In a column at $x$ with $h(x)>0$ the net density is $+n$ for $0<z<h(x)$; in a column with $h(x)<0$ it is $-n$ for $h(x)<z<0$. Lean's `∫ z in (0 : ℝ)..h x` is the oriented integral, with $\int_0^{h}=-\int_h^0$, so one expression supplies both signs. The docstrings say "per unit length" because the model is two-dimensional; for a surface that is uniform along the third direction, $Q$ is a charge and $P$ a dipole per unit area. If $n$ is read as a number density, both have to be multiplied by the elementary charge $e$.

Zero mean of $h$ is neutrality of the layer: the flat electron edge sits at the average height of the background. With $n>0$, a positive $P$ has its positive end pointing out of the metal.

In the jellium picture of metal surfaces this outward dipole is Smoluchowski's smoothing term, the contribution invoked for lower work functions on atomically rougher faces, here for a sharp flat electron edge, a uniform background and corrugation along one direction. In electrostatics a neutral layer with dipole $P$ per area, $n$ being a charge density, carries a mean potential step $P/\varepsilon_0$, with $\varepsilon_0$ the vacuum permittivity, and this would lower the work function by $eP/\varepsilon_0$; the file defines no potential and no work function, so that link rests on the physics alone. The electron distribution is put in as an assumption. Nothing is derived from a Hamiltonian or an energy functional, and the spill-out of electrons into the vacuum, which gives a dipole of the opposite sign, is absent from the model. The profile is the graph of a function, which excludes overhangs, and the theorems that assume continuity do not reach vertical steps inside the cell. Periodicity is not assumed: $h(0)$ and $h(L)$ may differ, and values of $h$ outside $[0,L]$ play no part.

## Why it is true

### One column

For a column that ends at height $a$ (the letter used in `column_moment`, later replaced by $h(x)$), the function $\frac n2z^2-z_0nz$ has derivative $n(z-z_0)$, so

$$\int_0^a n(z-z_0)\,dz=\frac n2a^2-z_0\,na$$

for either sign of $a$. At $z_0=0$ the moment is $na^2/2$. A hill carries charge $na>0$ centred at height $a/2>0$; a valley carries charge $na<0$ centred at $a/2<0$; the product is positive in both cases.

The easy mistake lies at this point. Giving the valley the density $+n$ produces $-na^2/2$, hence $\frac{n}{2L}\int h|h|\,dx$, which is zero for a cosine ripple. A different slip, easy to make in Lean, is to integrate over the set `Icc 0 (h x)`, which is empty when $h(x)<0$; the valleys then drop out and the ripple would give $na^2/8$.

In Lean, `hd` states the derivative, `hi` states integrability of the continuous integrand, and `intervalIntegral.integral_eq_sub_of_hasDerivAt` is the fundamental theorem of calculus. This pattern is worth reusing for any integral with a known antiderivative: build a `HasDerivAt` term from `hasDerivAt_pow` and `hasDerivAt_id'` with `.const_mul`, `.fun_sub`, `.div_const` or `.sin`, accept the derivative in whatever shape these rules return, and convert it to the wanted integrand with `congr_deriv` and one algebraic tactic.

### The cell average

Putting $a=h(x)$, $z_0=0$ and averaging over $x$ gives

$$P(h)=\frac1L\int_0^L\frac n2h^2dx=\frac{n}{2L}\int_0^Lh^2dx,\qquad Q(h)=\frac1L\int_0^L n\,h\,dx=\frac nL\int_0^Lh\,dx .$$

These are `dipole_eq` and `excessCharge_eq`; each evaluates the inner integral and pulls the constant out of the outer one. The formula for $P$ does not use zero mean. Both theorems carry no hypotheses at all, because Lean assigns $0$ to the integral of a non-integrable function and to division by zero, and constants move through those values unchanged; the physical content is in the case $L>0$ with $h$ and $h^2$ integrable.

### The reference plane

For general $z_0$,

$$P_{z_0}(h)=\frac1L\int_0^L\Big(\frac n2h^2-z_0\,nh\Big)dx=P(h)-z_0\,Q(h).$$

Splitting the integral of a difference needs both terms integrable, and this is where continuity enters `dipoleAbout_eq`: `i1` and `i2` supply integrability and `intervalIntegral.integral_sub` does the split. If $\int h=0$ then $Q=0$ and $P_{z_0}=P$ for every $z_0$. Conversely, $P_1=P$ gives $Q=\frac nL\int h=0$, and $n/L>0$ forces $\int h=0$. The forward direction of `plane_independent_iff` uses just this plane, through `H 1`, and discards the factor $n/L$ with `mul_eq_zero`.

### Monotonicity

From $|g|\le|h|$ follows $g^2\le h^2$ at each point (`sq_le_sq`), so $\int g^2\le\int h^2$ (`intervalIntegral.integral_mono_on`), and multiplying by $n/(2L)>0$ gives $P(g)\le P(h)$. For the strict case let $\delta=h(c)^2-g(c)^2>0$. The difference $h^2-g^2$ is continuous and nonnegative, so it exceeds $\delta/2$ on some subinterval of $[0,L]$ of length $\ell>0$ that contains $c$, also when $c$ is an endpoint. Its integral over the cell is then at least $\delta\ell/2>0$. Mathlib holds this argument as `intervalIntegral.integral_lt_integral_of_continuousOn_of_le_of_exists_lt`, which `dipole_mono` applies to $g^2$ and $h^2$.

### Vanishing

If $h=0$ on the cell, the integrand $h^2$ is zero there and $P=0$; `intervalIntegral.integral_congr` replaces it by the zero function on $[0,L]$. Conversely, suppose $P(h)=0$ and $h(x)\ne0$ at some $x$ in the cell. Compare with the flat profile $g=0$, whose dipole is zero (`flat`). Since $|0|\le|h|$ everywhere and $|0|<|h(x)|$, strict monotonicity gives $0<P(h)$, a contradiction. This is `dipole_eq_zero_iff`.

### The main theorem

The proof of `smoluchowski_dipole` first rewrites $P_{z_0}(h)$ as $P(h)$ with the backward direction of `plane_independent_iff`. The first and third claims are then `dipole_eq` and `dipole_eq_zero_iff`. Nonnegativity is the product of $n/(2L)\ge0$ and $\int h^2\ge0$. For the comparison, $g$ needs its own zero mean so that $P_{z_0}(g)$ can be rewritten as $P(g)$; for a charged $g$ the term $-z_0Q(g)$ can be made as large as one likes by choosing $z_0$. The first half of `dipole_mono` finishes the argument.

### The cosine ripple

For $m\ge1$,

$$\int_0^L\cos\frac{2\pi mx}{L}\,dx=\frac{L}{2\pi m}\Big[\sin\frac{2\pi mx}{L}\Big]_0^L=\frac{L}{2\pi m}\big(\sin 2m\pi-\sin0\big)=0 .$$

The theorem `integral_cos_harmonic` follows the same pattern as the column integral. The step `generalize` names the cosine `c`, so that `field_simp` cancels the prefactors without touching the argument of the cosine, and `hend` writes the upper argument as the natural number $2m$ times $\pi$, the form `sin_nat_mul_pi` accepts. Multiplying by $a$ gives the zero mean of the ripple. With $\cos^2\theta=\frac12(1+\cos2\theta)$,

$$h^2=\frac{a^2}{2}+\frac{a^2}{2}\cos\frac{2\pi(2m)x}{L},\qquad \int_0^Lh^2dx=\frac{a^2L}{2}+0,\qquad P=\frac{n}{2L}\cdot\frac{a^2L}{2}=\frac{na^2}{4}.$$

In `dipole_ripple`, `hsq` is the first identity, written so that the oscillating term is the harmonic of index $2m$ and `integral_cos_harmonic` applies a second time.

The smallest case is $m=1$, the profile $a\cos(2\pi x/L)$ with one hill and one valley per period, and it gives $na^2/4$ like every higher $m$. Neither $L$ nor $m$ appears in the value, which reflects the assumption that the electron edge stays flat at any wavelength. The hypothesis `hm` excludes $m=0$, where the ripple is the constant $a$: there $\int_0^L h\,dx=aL$, the layer is charged for $a\neq0$ and $n\ne0$, and the formula of `dipole_eq` evaluates to $na^2/2$.
